# In the σ-only angular overlap model, tr M² follows from the σ parameters and the angles between ligands and is at least (Σe)²/5

Once I have σ parameters and a geometry for a complex, I build the 5×5 angular overlap matrix $M$, subtract the mean d-orbital energy from its diagonal, and sum the squares of what remains. That gives me one number for how strongly the ligands split the d shell. I believe the number needs no matrix at all: it is $\operatorname{tr}M^2$ minus a fifth of the squared sum of the σ parameters, and both parts follow from the parameters and the angles. If ligand $a$ has parameter $e_a$ and lies in the unit direction $n_a$, then

$$\operatorname{tr}M^2=\sum_{a,b}e_ae_b\left(\frac{3(n_a\cdot n_b)^2-1}{2}\right)^2\ \ge\ \frac{\left(\sum_a e_a\right)^2}{5},$$

and the two sides of the inequality should be equal exactly when the ligands don't split the d orbitals. Does this survive parameters of mixed sign, where single terms of the double sum can be negative? I would like to see a full derivation, and a version that a proof assistant has checked.

## The spread of the d levels from ligand angles

Yes, it holds for any real parameters. The positivity comes from a sum of squared matrix entries, not from the separate terms of the pair sum.

Write a direction as $n=(n_0,n_1,n_2)$, with the components along $x$, $y$ and $z$. The vector $f(n)$ collects the values of the d functions $z^2$, $yz$, $xz$, $xy$, $x^2-y^2$ in that direction:

$$f_0=\tfrac12(2n_2^2-n_0^2-n_1^2),\quad f_1=\sqrt3\,n_1n_2,\quad f_2=\sqrt3\,n_0n_2,\quad f_3=\sqrt3\,n_0n_1,\quad f_4=\tfrac{\sqrt3}{2}(n_0^2-n_1^2).$$

The angular overlap matrix is $M=\sum_a e_a f(n_a)f(n_a)^T$. The parameter $e_a$ stands for the energy shift that ligand $a$ gives, through σ interaction, to a d orbital pointing straight at it. A negative value lowers that orbital.

**Overlap of two directions.** For any two vectors $n$ and $m$,

$$f(n)\cdot f(m)=\frac{3(n\cdot m)^2-(n\cdot n)(m\cdot m)}{2}.$$

To check this, compare coefficients. The mixed terms on the left are $3(n_1n_2m_1m_2+n_0n_2m_0m_2+n_0n_1m_0m_1)$, which is what $\tfrac32(n\cdot m)^2$ supplies on the right. The remaining terms have the form $n_i^2m_j^2$, and on the right their coefficient is $1$ for $i=j$ and $-\tfrac12$ for $i\ne j$. On the left, $f_0$ and $f_4$ give

- $\tfrac14+\tfrac34=1$ for $n_0^2m_0^2$ and $n_1^2m_1^2$, and $\tfrac44=1$ for $n_2^2m_2^2$;
- $\tfrac14-\tfrac34=-\tfrac12$ for $n_0^2m_1^2$ and $n_1^2m_0^2$;
- $-\tfrac24=-\tfrac12$ for every term that pairs index 2 with index 0 or 1.

For unit vectors the right side is the Legendre polynomial $P_2(n\cdot m)$, and $m=n$ gives $f(n)\cdot f(n)=1$.

**The two traces.** The trace of $f(n_a)f(n_a)^T$ is $f(n_a)\cdot f(n_a)=1$, so $\operatorname{tr}M=\sum_a e_a$. Call this sum $t$. For the square,

$$M^2=\sum_{a,b}e_ae_b\,f(n_a)\,\bigl(f(n_a)\cdot f(n_b)\bigr)\,f(n_b)^T,$$

and taking the trace produces a second factor $f(n_a)\cdot f(n_b)$:

$$\operatorname{tr}M^2=\sum_{a,b}e_ae_b\bigl(f(n_a)\cdot f(n_b)\bigr)^2=\sum_{a,b}e_ae_b\,P_2(n_a\cdot n_b)^2.$$

**The bound.** The mean d energy, or barycentre, is $t/5$. Let $N=M-\tfrac t5 I$. Then

$$\operatorname{tr}N^2=\operatorname{tr}M^2-\frac{2t}{5}\operatorname{tr}M+5\left(\frac t5\right)^2=\operatorname{tr}M^2-\frac{t^2}{5}.$$

Since $M$ is symmetric, so is $N$, and $\operatorname{tr}N^2=\sum_{i,j}N_{ij}N_{ji}=\sum_{i,j}N_{ij}^2\ge0$. This is your measure of splitting. Divided by five, it is the variance of the five d-orbital energies.

**Equality.** If $\operatorname{tr}M^2=t^2/5$, the sum of squares is zero, every $N_{ij}$ vanishes, and $M=\tfrac t5I$. Conversely, if $M=cI$, then $t=5c$ and $\operatorname{tr}M^2=5c^2=t^2/5$.

## Seven ligands that can leave the d shell unsplit

Equality also occurs with non-zero parameters. In this example $a$ and $b$ are two values of the σ parameter, not ligand labels. Put three ligands with parameter $a$ along $x$, $y$ and $z$, and four with parameter $b$ along the threefold axes of the same cube, in the directions $(s_0,s_1,s_2)/\sqrt3$ with signs $+++$, $+--$, $-+-$ and $--+$.

On the fourfold axes only $f_0$ and $f_4$ are non-zero. The pairs $(f_0,f_4)$ are $(-\tfrac12,\tfrac{\sqrt3}2)$, $(-\tfrac12,-\tfrac{\sqrt3}2)$ and $(1,0)$. Their squares add up to $\tfrac32$ in each component, and their cross products cancel. On the threefold axes $f_0=f_4=0$, while $f_1,f_2,f_3$ are $s_1s_2/\sqrt3$, $s_0s_2/\sqrt3$ and $s_0s_1/\sqrt3$. Each square sums to $\tfrac43$ over the four ligands, and the cross products again cancel.

So $M$ is diagonal, with $3a/2$ on $z^2$ and $x^2-y^2$ and $4b/3$ on $yz$, $xz$ and $xy$. The two energies agree exactly when $9a=8b$. With $a=8$ and $b=9$, for instance, all five orbitals shift by 12. This is a test case for the model, not a proposed structure: neighbouring ligands are only about 55° apart.

Here is the Lean 4 file, which contains both the general result and this example.

```lean
import Mathlib

open Matrix

namespace AngularOverlapVariance

noncomputable section

/-- The five real d functions `z², yz, xz, xy, x² - y²` at the vector `n`, scaled so that
their squares add up to one on the unit sphere. -/
def dOrb (n : Fin 3 → ℝ) : Fin 5 → ℝ :=
  ![(2 * n 2 ^ 2 - n 0 ^ 2 - n 1 ^ 2) / 2, √3 * (n 1 * n 2), √3 * (n 0 * n 2),
    √3 * (n 0 * n 1), √3 / 2 * (n 0 ^ 2 - n 1 ^ 2)]

/-- The angular overlap matrix of ligands in directions `n a` with σ parameters `e a`. -/
def aomMatrix {ι : Type*} [Fintype ι] (e : ι → ℝ) (n : ι → Fin 3 → ℝ) :
    Matrix (Fin 5) (Fin 5) ℝ :=
  ∑ a, e a • vecMulVec (dOrb (n a)) (dOrb (n a))

/-- Addition theorem for the d functions, for vectors of any length. -/
theorem dOrb_addition (n m : Fin 3 → ℝ) :
    dOrb n ⬝ᵥ dOrb m = (3 * (n ⬝ᵥ m) ^ 2 - (n ⬝ᵥ n) * (m ⬝ᵥ m)) / 2 := by
  have h : √3 * √3 = 3 := Real.mul_self_sqrt (by norm_num)
  simp only [dOrb, dotProduct, Fin.sum_univ_five, Fin.sum_univ_three, Matrix.cons_val,
    Matrix.cons_val_zero, Matrix.cons_val_one]
  linear_combination (n 1 * n 2 * m 1 * m 2 + n 0 * n 2 * m 0 * m 2 + n 0 * n 1 * m 0 * m 1
    + (n 0 ^ 2 - n 1 ^ 2) * (m 0 ^ 2 - m 1 ^ 2) / 4) * h

variable {ι : Type*} [Fintype ι]

/-- The trace of the angular overlap matrix is the sum of the σ parameters. -/
theorem trace_aomMatrix (e : ι → ℝ) (n : ι → Fin 3 → ℝ) (hn : ∀ a, n a ⬝ᵥ n a = 1) :
    (aomMatrix e n).trace = ∑ a, e a := by
  rw [aomMatrix, Matrix.trace_sum]
  refine Finset.sum_congr rfl fun a _ => ?_
  have h : (vecMulVec (dOrb (n a)) (dOrb (n a))).trace = dOrb (n a) ⬝ᵥ dOrb (n a) := rfl
  rw [Matrix.trace_smul, h, dOrb_addition, hn, smul_eq_mul]
  ring

/-- The trace of the squared matrix is a sum over ordered pairs of ligands that involves only their
σ parameters and the angles between them. -/
theorem trace_aomMatrix_sq (e : ι → ℝ) (n : ι → Fin 3 → ℝ) (hn : ∀ a, n a ⬝ᵥ n a = 1) :
    (aomMatrix e n * aomMatrix e n).trace =
      ∑ a, ∑ b, e a * e b * ((3 * (n a ⬝ᵥ n b) ^ 2 - 1) / 2) ^ 2 := by
  -- the trace of the product of two outer products `u uᵀ` and `v vᵀ` is `(u ⬝ᵥ v) ^ 2`
  have key : ∀ u v : Fin 5 → ℝ,
      (vecMulVec u u * vecMulVec v v).trace = (u ⬝ᵥ v) ^ 2 := by
    intro u v
    simp only [Matrix.trace, Matrix.diag_apply, Matrix.mul_apply, vecMulVec_apply,
      dotProduct, sq, Finset.sum_mul_sum]
    refine Finset.sum_congr rfl fun i _ => Finset.sum_congr rfl fun j _ => ?_
    ring
  rw [aomMatrix, Finset.sum_mul_sum, Matrix.trace_sum]
  refine Finset.sum_congr rfl fun a _ => ?_
  rw [Matrix.trace_sum]
  refine Finset.sum_congr rfl fun b _ => ?_
  rw [smul_mul_assoc, mul_smul_comm, Matrix.trace_smul, Matrix.trace_smul, key,
    dOrb_addition, hn, hn, smul_eq_mul, smul_eq_mul]
  ring

/-- The excess of the trace of the squared matrix over `(∑ e)² / 5` is the sum of the squared
entries of the matrix measured from its barycentre `(∑ e) / 5`. -/
theorem splitting_variance (e : ι → ℝ) (n : ι → Fin 3 → ℝ) (hn : ∀ a, n a ⬝ᵥ n a = 1) :
    (aomMatrix e n * aomMatrix e n).trace - (∑ a, e a) ^ 2 / 5 =
      ∑ i, ∑ j, (aomMatrix e n - ((∑ a, e a) / 5) • (1 : Matrix (Fin 5) (Fin 5) ℝ)) i j ^ 2 := by
  have ht := trace_aomMatrix e n hn
  have hs : (aomMatrix e n)ᵀ = aomMatrix e n := by
    ext i j
    simp only [aomMatrix, Matrix.transpose_apply, Matrix.sum_apply, Matrix.smul_apply,
      vecMulVec_apply, smul_eq_mul]
    exact Finset.sum_congr rfl fun a _ => by ring
  generalize aomMatrix e n = M at *
  generalize (∑ a, e a) = t at *
  have hN : (M - (t / 5) • (1 : Matrix (Fin 5) (Fin 5) ℝ))ᵀ = M - (t / 5) • 1 := by
    rw [Matrix.transpose_sub, Matrix.transpose_smul, Matrix.transpose_one, hs]
  -- expand the square of the shifted matrix
  have hsq : (M - (t / 5) • (1 : Matrix (Fin 5) (Fin 5) ℝ)) * (M - (t / 5) • 1) =
      M * M - (2 * (t / 5)) • M + ((t / 5) ^ 2) • 1 := by
    simp only [sub_mul, mul_sub, smul_mul_assoc, mul_smul_comm, one_mul, mul_one]
    module
  have htr := congrArg Matrix.trace hsq
  rw [Matrix.trace_add, Matrix.trace_sub, Matrix.trace_smul, Matrix.trace_smul,
    Matrix.trace_one, ht, Fintype.card_fin, smul_eq_mul, smul_eq_mul] at htr
  generalize M - (t / 5) • (1 : Matrix (Fin 5) (Fin 5) ℝ) = N at *
  -- for a symmetric matrix the trace of the square is the sum of squared entries
  have hfro : (N * N).trace = ∑ i, ∑ j, N i j ^ 2 := by
    simp only [Matrix.trace, Matrix.diag_apply, Matrix.mul_apply]
    refine Finset.sum_congr rfl fun i _ => Finset.sum_congr rfl fun j _ => ?_
    have hij : N j i = N i j := congrFun (congrFun hN i) j
    rw [hij, sq]
  rw [← hfro, htr]
  push_cast
  ring

/-- The pair sum over ligands is the trace of the squared angular overlap matrix and is at
least `(∑ e)² / 5`, with equality exactly when the matrix is a multiple of the identity. -/
theorem angular_overlap_bound (e : ι → ℝ) (n : ι → Fin 3 → ℝ) (hn : ∀ a, n a ⬝ᵥ n a = 1) :
    (aomMatrix e n * aomMatrix e n).trace =
        ∑ a, ∑ b, e a * e b * ((3 * (n a ⬝ᵥ n b) ^ 2 - 1) / 2) ^ 2 ∧
      (∑ a, e a) ^ 2 / 5 ≤ (aomMatrix e n * aomMatrix e n).trace ∧
      ((aomMatrix e n * aomMatrix e n).trace = (∑ a, e a) ^ 2 / 5 ↔
        ∃ c : ℝ, aomMatrix e n = c • (1 : Matrix (Fin 5) (Fin 5) ℝ)) := by
  have hv := splitting_variance e n hn
  refine ⟨trace_aomMatrix_sq e n hn, ?_, ?_, ?_⟩
  · have h0 : 0 ≤ ∑ i, ∑ j,
        (aomMatrix e n - ((∑ a, e a) / 5) • (1 : Matrix (Fin 5) (Fin 5) ℝ)) i j ^ 2 :=
      Finset.sum_nonneg fun i _ => Finset.sum_nonneg fun j _ => sq_nonneg _
    linarith
  · -- zero variance forces every shifted entry to vanish
    intro h
    rw [h, sub_self] at hv
    refine ⟨(∑ a, e a) / 5, sub_eq_zero.mp ?_⟩
    ext i j
    have hi := (Finset.sum_eq_zero_iff_of_nonneg
      (fun i _ => Finset.sum_nonneg fun j _ => sq_nonneg _)).mp hv.symm i (Finset.mem_univ i)
    have hj := (Finset.sum_eq_zero_iff_of_nonneg
      (fun j _ => sq_nonneg _)).mp hi j (Finset.mem_univ j)
    exact pow_eq_zero_iff (two_ne_zero) |>.mp hj
  · rintro ⟨c, hc⟩
    have ht := trace_aomMatrix e n hn
    rw [hc, Matrix.trace_smul, Matrix.trace_one, Fintype.card_fin, smul_eq_mul] at ht
    rw [hc, smul_mul_assoc, one_mul, Matrix.trace_smul, Matrix.trace_smul, Matrix.trace_one,
      Fintype.card_fin, smul_eq_mul, smul_eq_mul, ← ht]
    push_cast
    ring

/-- Seven directions: the three fourfold axes of a cube, then its four threefold axes. -/
def cubicDir : Fin 7 → Fin 3 → ℝ :=
  ![![1, 0, 0], ![0, 1, 0], ![0, 0, 1], ![√3 / 3, √3 / 3, √3 / 3],
    ![√3 / 3, -(√3 / 3), -(√3 / 3)], ![-(√3 / 3), √3 / 3, -(√3 / 3)],
    ![-(√3 / 3), -(√3 / 3), √3 / 3]]

/-- The σ parameter is `a` on the fourfold axes and `b` on the threefold axes. -/
def cubicPar (a b : ℝ) : Fin 7 → ℝ := ![a, a, a, b, b, b, b]

/-- The seven cubic directions are unit vectors. -/
theorem cubicDir_unit (k : Fin 7) : cubicDir k ⬝ᵥ cubicDir k = 1 := by
  have h : √3 * √3 = 3 := Real.mul_self_sqrt (by norm_num)
  fin_cases k <;> simp [cubicDir, dotProduct, Fin.sum_univ_three] <;> linarith

/-- For the cubic arrangement the matrix is diagonal, with `3a/2` on `z²` and `x² - y²` and
`4b/3` on `yz`, `xz` and `xy`. -/
theorem aomMatrix_cubic (a b : ℝ) :
    aomMatrix (cubicPar a b) cubicDir =
      Matrix.diagonal ![3 * a / 2, 4 * b / 3, 4 * b / 3, 4 * b / 3, 3 * a / 2] := by
  have h2 : √3 ^ 2 = 3 := Real.sq_sqrt (by norm_num)
  have ha : a * √3 ^ 2 = a * 3 := by rw [h2]
  have hb : b * √3 ^ 6 = b * 27 := by
    rw [show √3 ^ 6 = (√3 ^ 2) ^ 3 by ring, h2]; norm_num
  ext i j
  fin_cases i <;> fin_cases j <;>
    simp only [aomMatrix, Matrix.sum_apply, Matrix.smul_apply, vecMulVec_apply, smul_eq_mul,
      Fin.sum_univ_seven, dOrb, cubicDir, cubicPar, Matrix.diagonal_apply, Matrix.cons_val,
      Matrix.cons_val_zero, Matrix.cons_val_one, Fin.reduceFinMk, Fin.zero_eta, Fin.mk_one,
      Fin.isValue, Fin.reduceEq, reduceIte] <;>
    linarith

/-- The matrix of the cubic arrangement is a multiple of the identity exactly when
`9a = 8b`. -/
theorem cubic_scalar_iff (a b : ℝ) :
    (∃ c : ℝ, aomMatrix (cubicPar a b) cubicDir = c • (1 : Matrix (Fin 5) (Fin 5) ℝ)) ↔
      9 * a = 8 * b := by
  rw [aomMatrix_cubic]
  constructor
  · rintro ⟨c, hc⟩
    have h0 := congrFun (congrFun hc 0) 0
    have h1 := congrFun (congrFun hc 1) 1
    simp at h0 h1
    linarith
  · intro h
    refine ⟨3 * a / 2, ?_⟩
    rw [Matrix.smul_one_eq_diagonal]
    congr 1
    funext i
    fin_cases i <;> simp <;> linarith

end

end AngularOverlapVariance
```

```lean
#print axioms AngularOverlapVariance.angular_overlap_bound
#print axioms AngularOverlapVariance.cubicDir_unit
#print axioms AngularOverlapVariance.cubic_scalar_iff
```

```
'AngularOverlapVariance.angular_overlap_bound' depends on axioms: [propext, Classical.choice, Quot.sound]
'AngularOverlapVariance.cubicDir_unit' depends on axioms: [propext, Classical.choice, Quot.sound]
'AngularOverlapVariance.cubic_scalar_iff' depends on axioms: [propext, Classical.choice, Quot.sound]
```

## What the theorems say about a complex

A direction is a function `Fin 3 → ℝ`, and `dOrb n` is the vector $f(n)$, with components numbered 0 to 4 as above. The ligands are labelled by a finite type `ι`, `e a` is the σ parameter of ligand `a`, and `n a` is its direction. `vecMulVec u u` is the outer product $uu^T$, so `aomMatrix e n` is $M$. The symbol `⬝ᵥ` is the dot product.

The only hypothesis is `hn`, which says that every direction has unit length. There is no condition on the signs of the parameters, on the number of ligands, or on their being in different places. With no ligands at all, $M=0$ and equality holds with $c=0$.

`angular_overlap_bound` joins three statements:

1. the trace of $M^2$ equals the double sum, which runs over ordered pairs and includes $a=b$;
2. this trace is at least $(\sum_a e_a)^2/5$;
3. equality holds if and only if some real `c` satisfies `aomMatrix e n = c • 1`.

`splitting_variance` is the exact identity behind the bound, stated with squared matrix entries instead of eigenvalues. For the example, `aomMatrix_cubic` gives the diagonal matrix and `cubic_scalar_iff` the condition $9a=8b$.

The scaling of `dOrb` makes the five squares add up to one at each point of the unit sphere; it is not the scaling in which each function has unit norm when integrated over the sphere. With this choice, a single ligand on the $z$ axis shifts $z^2$ by exactly $e_a$. Reading $M$ as an energy matrix also relies on the d orbitals forming an orthonormal basis, a familiar fact about integrals that the file neither states nor needs.

The model takes the ligand contributions to be additive and purely of σ type. It has no π interaction, no mixing of d with s orbitals, no electron repulsion and no spin–orbit coupling. Within this one-electron σ-only model, the result gives the sum of the squared deviations of the five d energies from their mean directly from parameters and angles, without building the matrix. It doesn't give the individual levels.

## From the addition theorem to the equality case in Lean

`dOrb_addition` is the comparison of coefficients. After `simp only` has written out both dot products, the two sides differ only in that one has $\sqrt3\cdot\sqrt3$ where the other has 3. The `linear_combination` step multiplies the equation `√3 * √3 = 3` by the polynomial that accompanies this factor, and ring arithmetic does the rest.

`trace_aomMatrix` takes the trace term by term and uses the addition theorem with both vectors equal, so each ligand contributes $e_a(3-1)/2=e_a$.

`trace_aomMatrix_sq` first proves `key`, the identity $\operatorname{tr}(uu^Tvv^T)=(u\cdot v)^2$. It then expands the product of the two ligand sums with `Finset.sum_mul_sum`, pulls out the parameters, and replaces each overlap by its value from the addition theorem.

In `splitting_variance`, `hs` is the symmetry of $M$. The `generalize` steps then forget where the matrix came from and keep only its symmetry and its trace, which is all that the argument by hand uses. `hsq` expands $(M-\tfrac t5I)^2$, `htr` is the trace of that expansion, and `hfro` turns $\operatorname{tr}N^2$ into the sum of squared entries.

`angular_overlap_bound` draws the conclusions. The inequality follows because a sum of squares is non-negative. For the forward half of the equality case, `Finset.sum_eq_zero_iff_of_nonneg` is applied twice, first to the sum over rows and then to the sum within a row, so that each squared entry of $N$ is zero and hence each entry is too. The converse inserts $M=cI$ into both traces, as above.

For the cubic arrangement, `cubicDir_unit` confirms that the seven directions have unit length. `aomMatrix_cubic` checks all 25 matrix entries, with `ha` and `hb` evaluating the powers of $\sqrt3$ that appear. In `cubic_scalar_iff`, the forward direction compares the diagonal entries for $z^2$ and $yz$, which must both equal $c$. The reverse direction takes $c=3a/2$ and checks the five diagonal entries.
